# The one-body action on a singly excited Slater determinant, from the inverse of the reference matrix

Let A be an invertible real n by n matrix and B any real n by n matrix, let A' and B' be the same matrices with column j replaced by v and w, and set T = A⁻¹v and M = A⁻¹w − A⁻¹BA⁻¹v. Then, whether or not A' is singular,

Σ_i det(A' with row i taken from B') = det(A) [tr(A⁻¹B) T_j + M_j].

In Lean 4 with Mathlib:

```lean
import Mathlib

open Matrix

namespace ExcitedDeterminantOneBody

noncomputable section

variable {n X : Type*} [Fintype n] [DecidableEq n]

/-- The matrix of orbital values: row `i` belongs to the electron at `r i`, column `k` to the
orbital `φ k`. -/
def orbitalMatrix (φ : n → X → ℝ) (r : n → X) : Matrix n n ℝ :=
  Matrix.of fun i k => φ k (r i)

/-- The sum over electrons of a one-particle operator `o`, acting on a many-electron function `Ψ`
and evaluated at the configuration `r`. -/
def applyOneBody (o : (X → ℝ) →ₗ[ℝ] (X → ℝ)) (Ψ : (n → X) → ℝ) (r : n → X) : ℝ :=
  ∑ i, o (fun x => Ψ (Function.update r i x)) (r i)

/-- The one-body action: the sum over `i` of the determinant of `A` with row `i` taken
from `B`. -/
def oneBodyAction (A B : Matrix n n ℝ) : ℝ :=
  ∑ i, (A.updateRow i (B i)).det

/-- The vector `T = A⁻¹ v` of a replacement column `v`, for invertible `A`. -/
def colT (A : Matrix n n ℝ) (v : n → ℝ) : n → ℝ := A⁻¹ *ᵥ v

/-- The vector `M = A⁻¹ w - A⁻¹ B A⁻¹ v`, for invertible `A`. -/
def colM (A B : Matrix n n ℝ) (v w : n → ℝ) : n → ℝ :=
  A⁻¹ *ᵥ w - A⁻¹ *ᵥ (B *ᵥ (A⁻¹ *ᵥ v))

/-- A determinant with row `i` replaced by `b` is linear in `b`, with cofactors of `A` as
coefficients. -/
theorem det_updateRow_expand (A : Matrix n n ℝ) (i : n) (b : n → ℝ) :
    (A.updateRow i b).det = ∑ k, A.adjugate k i * b k := by
  rw [← cramer_transpose_apply, cramer_eq_adjugate_mulVec, ← adjugate_transpose]
  rfl

/-- A one-body operator applied to a Slater determinant gives the one-body action of the matrix of
orbital values and the matrix of values of the transformed orbitals. -/
theorem applyOneBody_slater (o : (X → ℝ) →ₗ[ℝ] (X → ℝ)) (φ : n → X → ℝ) (r : n → X) :
    applyOneBody o (fun s => (orbitalMatrix φ s).det) r =
      oneBodyAction (orbitalMatrix φ r) (orbitalMatrix (fun k => o (φ k)) r) := by
  unfold applyOneBody oneBodyAction
  refine Finset.sum_congr rfl fun i _ => ?_
  -- as a function of electron `i` alone, the determinant is a combination of orbitals
  have h : (fun x => (orbitalMatrix φ (Function.update r i x)).det) =
      ∑ k, (orbitalMatrix φ r).adjugate k i • φ k := by
    funext x
    have hx : orbitalMatrix φ (Function.update r i x) =
        (orbitalMatrix φ r).updateRow i (fun k => φ k x) := by
      ext a b
      by_cases ha : a = i <;> simp [orbitalMatrix, updateRow_apply, ha]
    rw [hx, det_updateRow_expand]
    simp only [Finset.sum_apply, Pi.smul_apply, smul_eq_mul]
  rw [h, map_sum, det_updateRow_expand]
  simp only [map_smul, Finset.sum_apply, Pi.smul_apply, smul_eq_mul]
  rfl

/-- The one-body action may be summed over replaced columns instead of replaced rows. -/
theorem oneBodyAction_eq_sum_col (A B : Matrix n n ℝ) :
    oneBodyAction A B = ∑ k, (A.updateCol k (fun i => B i k)).det := by
  have hc : ∀ k, (A.updateCol k (fun i => B i k)).det = ∑ i, A.adjugate k i * B i k := by
    intro k
    rw [← cramer_apply, cramer_eq_adjugate_mulVec]
    rfl
  simp only [oneBodyAction, det_updateRow_expand, hc]
  exact Finset.sum_comm

/-- Replacing column `j` by `v` multiplies the determinant by `T_j`. -/
theorem det_single_replacement (A : Matrix n n ℝ) (hA : A.det ≠ 0) (j : n) (v : n → ℝ) :
    (A.updateCol j v).det = A.det * colT A v j := by
  rw [← cramer_apply, ← det_smul_inv_mulVec_eq_cramer A v (isUnit_iff_ne_zero.mpr hA)]
  rfl

/-- Replacing two different columns `j`, `k` by `v`, `u` multiplies the determinant by a
two by two determinant of entries of `A⁻¹ v` and `A⁻¹ u`. -/
theorem det_double_replacement (A : Matrix n n ℝ) (hA : A.det ≠ 0) {j k : n} (hjk : j ≠ k)
    (v u : n → ℝ) :
    ((A.updateCol j v).updateCol k u).det =
      A.det * (colT A v j * colT A u k - colT A u j * colT A v k) := by
  have hs : ∀ x : n → ℝ, A *ᵥ colT A x = x := fun x => by
    rw [colT, mulVec_mulVec, mul_nonsing_inv _ (isUnit_iff_ne_zero.mpr hA), one_mulVec]
  have hv := hs v
  have hu := hs u
  generalize colT A v = T at *
  generalize colT A u = S at *
  let U : Matrix n (Fin 2) ℝ :=
    Matrix.of fun a => ![T a - (1 : Matrix n n ℝ) a j, S a - (1 : Matrix n n ℝ) a k]
  let V : Matrix (Fin 2) n ℝ :=
    Matrix.of ![fun b => (1 : Matrix n n ℝ) j b, fun b => (1 : Matrix n n ℝ) k b]
  -- the replacement is a change of rank at most two of the identity, seen through `A`
  have h1 : ((1 : Matrix n n ℝ).updateCol j T).updateCol k S = 1 + U * V := by
    ext a b
    by_cases hk : b = k
    · simp [U, V, Matrix.mul_apply, Fin.sum_univ_two, one_apply, hk, hjk]
    · by_cases hj : b = j
      · simp [U, V, Matrix.mul_apply, Fin.sum_univ_two, one_apply, hj, hjk, hjk.symm]
      · simp [U, V, Matrix.mul_apply, Fin.sum_univ_two, one_apply, hk, hj,
          Ne.symm hk, Ne.symm hj]
  have h2 : (A.updateCol j v).updateCol k u =
      A * ((1 : Matrix n n ℝ).updateCol j T).updateCol k S := by
    ext a b
    by_cases hk : b = k
    · simp only [Matrix.mul_apply, updateCol_apply, hk, if_true]
      exact (congrFun hu a).symm
    · by_cases hj : b = j
      · simp only [Matrix.mul_apply, updateCol_apply, hj, hjk, if_true, if_false]
        exact (congrFun hv a).symm
      · simp [Matrix.mul_apply, hk, hj, one_apply]
  have h00 : (V * U) 0 0 = T j - 1 := by simp [U, V, Matrix.mul_apply, one_apply]
  have h01 : (V * U) 0 1 = S j := by simp [U, V, Matrix.mul_apply, one_apply, hjk]
  have h10 : (V * U) 1 0 = T k := by simp [U, V, Matrix.mul_apply, one_apply, hjk.symm]
  have h11 : (V * U) 1 1 = S k - 1 := by simp [U, V, Matrix.mul_apply, one_apply]
  have e01 : (1 : Matrix (Fin 2) (Fin 2) ℝ) 0 1 = 0 := by simp
  have e10 : (1 : Matrix (Fin 2) (Fin 2) ℝ) 1 0 = 0 := by simp
  rw [h2, det_mul, h1, det_one_add_mul_comm, det_fin_two]
  simp only [Matrix.add_apply, h00, h01, h10, h11, e01, e10, one_apply_eq]
  ring

/-- The one-body action on a determinant with column `j` replaced is
`det A (tr(A⁻¹ B) T_j + M_j)`; only the reference matrix `A` has to be invertible. -/
theorem oneBodyAction_excited (A B : Matrix n n ℝ) (hA : A.det ≠ 0) (j : n) (v w : n → ℝ) :
    oneBodyAction (A.updateCol j v) (B.updateCol j w) =
      A.det * ((A⁻¹ * B).trace * colT A v j + colM A B v w j) := by
  -- term `k = j` is a single replacement, all others are double replacements
  have hterm : ∀ k, ((A.updateCol j v).updateCol k (fun i => (B.updateCol j w) i k)).det =
      A.det * (colT A v j * (A⁻¹ * B) k k - (A⁻¹ * B) j k * colT A v k) +
        (if k = j then A.det * colT A w j else 0) := by
    intro k
    by_cases hk : k = j
    · have h : (A.updateCol j v).updateCol k (fun i => (B.updateCol j w) i k) =
          A.updateCol j w := by
        ext a b
        by_cases hb : b = j <;> simp [hk, hb]
      rw [h, det_single_replacement A hA, if_pos hk, hk]
      ring
    · have h : (fun i => (B.updateCol j w) i k) = fun i => B i k := by
        funext i
        simp [hk]
      have hB : ∀ a, colT A (fun i => B i k) a = (A⁻¹ * B) a k := fun _ => rfl
      rw [h, det_double_replacement A hA (Ne.symm hk), if_neg hk, hB, hB, add_zero]
  have hM : colM A B v w j = colT A w j - ∑ k, (A⁻¹ * B) j k * colT A v k := by
    rw [colM, mulVec_mulVec]
    rfl
  have htr : (A⁻¹ * B).trace = ∑ k, (A⁻¹ * B) k k := rfl
  rw [oneBodyAction_eq_sum_col, Finset.sum_congr rfl fun k _ => hterm k,
    Finset.sum_add_distrib, ← Finset.mul_sum, Finset.sum_sub_distrib, ← Finset.mul_sum, hM, htr]
  simp only [Finset.sum_ite_eq', Finset.mem_univ, if_true]
  ring

/-- Where the excited determinant does not vanish, the one-body action divided by it is
`tr(A⁻¹ B) + M_j / T_j`. -/
theorem local_value_excited (A B : Matrix n n ℝ) (hA : A.det ≠ 0) (j : n) (v w : n → ℝ)
    (hv : (A.updateCol j v).det ≠ 0) :
    oneBodyAction (A.updateCol j v) (B.updateCol j w) / (A.updateCol j v).det =
      (A⁻¹ * B).trace + colM A B v w j / colT A v j := by
  rw [det_single_replacement A hA] at hv
  have hT : colT A v j ≠ 0 := right_ne_zero_of_mul hv
  rw [oneBodyAction_excited A B hA, det_single_replacement A hA]
  field_simp

/-- A two by two case in which the excited determinant vanishes and the one-body action on it is
`3`. -/
theorem action_at_node :
    ((1 : Matrix (Fin 2) (Fin 2) ℝ).updateCol 0 ![0, 1]).det = 0 ∧
      oneBodyAction ((1 : Matrix (Fin 2) (Fin 2) ℝ).updateCol 0 ![0, 1])
        ((!![1, 2; 3, 4] : Matrix (Fin 2) (Fin 2) ℝ).updateCol 0 ![5, 6]) = 3 := by
  constructor
  · simp [det_fin_two]
  · norm_num [oneBodyAction, det_fin_two, updateCol_apply, updateRow_apply, Fin.sum_univ_two]

/-- A one-body operator applied to the Slater determinant in which orbital `j` is replaced by `χ`,
expressed through the orbital matrices of the reference determinant, assumed nonzero at `r`, and the
values of `χ` and `o χ` at the electron positions. -/
theorem applyOneBody_excited (o : (X → ℝ) →ₗ[ℝ] (X → ℝ)) (φ : n → X → ℝ) (χ : X → ℝ) (j : n)
    (r : n → X) (hA : (orbitalMatrix φ r).det ≠ 0) :
    applyOneBody o (fun s => (orbitalMatrix (Function.update φ j χ) s).det) r =
      (orbitalMatrix φ r).det *
        (((orbitalMatrix φ r)⁻¹ * orbitalMatrix (fun k => o (φ k)) r).trace *
            colT (orbitalMatrix φ r) (fun i => χ (r i)) j +
          colM (orbitalMatrix φ r) (orbitalMatrix (fun k => o (φ k)) r)
            (fun i => χ (r i)) (fun i => o χ (r i)) j) := by
  have h1 : orbitalMatrix (Function.update φ j χ) r =
      (orbitalMatrix φ r).updateCol j (fun i => χ (r i)) := by
    ext a b
    by_cases hb : b = j <;> simp [orbitalMatrix, hb]
  have h2 : orbitalMatrix (fun k => o (Function.update φ j χ k)) r =
      (orbitalMatrix (fun k => o (φ k)) r).updateCol j (fun i => o χ (r i)) := by
    ext a b
    by_cases hb : b = j <;> simp [orbitalMatrix, updateCol_apply, hb]
  rw [applyOneBody_slater, h1, h2, oneBodyAction_excited _ _ hA]

end

end ExcitedDeterminantOneBody
```

```lean
#print axioms ExcitedDeterminantOneBody.oneBodyAction_excited
-- 'ExcitedDeterminantOneBody.oneBodyAction_excited' depends on axioms: [propext, Classical.choice, Quot.sound]
#print axioms ExcitedDeterminantOneBody.local_value_excited
-- 'ExcitedDeterminantOneBody.local_value_excited' depends on axioms: [propext, Classical.choice, Quot.sound]
#print axioms ExcitedDeterminantOneBody.action_at_node
-- 'ExcitedDeterminantOneBody.action_at_node' depends on axioms: [propext, Classical.choice, Quot.sound]
#print axioms ExcitedDeterminantOneBody.applyOneBody_excited
-- 'ExcitedDeterminantOneBody.applyOneBody_excited' depends on axioms: [propext, Classical.choice, Quot.sound]
```

## The identity and its single condition

The left-hand side is `oneBodyAction` applied to A' and B'. For each i it takes the first matrix, overwrites row i with row i of the second, and adds up the determinants. The vectors T and M are `colT A v` and `colM A B v w`, and replacing a column is `updateCol`. The theorem `oneBodyAction_excited` is the displayed equation, and its only condition is `A.det ≠ 0`.

Where det(A') is also nonzero, `local_value_excited` divides by it:

(action on A' and B') / det(A') = tr(A⁻¹B) + M_j / T_j.

The undivided form still holds when T_j = 0, and the action need not vanish there. In `action_at_node`, A is the 2 by 2 identity, B has rows (1, 2) and (3, 4), and the first column is replaced by v = (0, 1) and w = (5, 6). Then A' has rows (0, 0) and (1, 1), so its determinant is zero. Taking the first row from B' gives rows (5, 2) and (1, 1), with determinant 3; taking the second row from B' leaves a zero row. The action is 3, which agrees with the formula, since here T_j = 0 and M_j = 5 − 2 = 3.

## Electrons, orbitals and the operator

Electron i sits at r_i, a point of a set X, and the orbitals are real functions φ_k on X. The matrix `orbitalMatrix φ r` has entries

A_ik = φ_k(r_i),

so rows belong to electrons and columns to orbitals. Its determinant is the Slater determinant without the factor 1/√(n!). That factor would multiply the action and cancels in the local value.

A one-particle operator is a linear map o on the real functions on X. Its sum over electrons, `applyOneBody`, holds all electrons but the i-th fixed, applies o to the resulting function of one variable, evaluates at r_i, and adds over i. The companion matrix is B_ik = (oφ_k)(r_i). Exciting orbital j to χ replaces column j of A by v_i = χ(r_i) and column j of B by w_i = (oχ)(r_i). The theorem `applyOneBody_excited` states the result in these terms, on the condition that the reference determinant is nonzero at the configuration r.

A local potential is an operator of this kind. The Laplacian acts only on sufficiently smooth functions, so it fits the type only after a linear extension to all functions; for smooth orbitals the extension changes none of the values used, because only linear combinations of orbitals occur. The matrix theorem accepts any B, including one filled with kinetic-energy values.

In variational and diffusion Monte Carlo with several determinants, the identity gives the one-body contribution of a single excitation from the reference inverse, without inverting the excited matrix. It covers real orbitals and one replaced orbital, in exact arithmetic; rounding error near a node of the reference is not treated. The operator theorem is stated for a determinant without a Jastrow factor. With a smooth positive Jastrow factor, the matrix identity still applies to the kinetic energy once the terms with derivatives of that factor are included in the entries of B and w.

## From the operator to replaced rows, then to columns

Let C_ik be the cofactor of A at row i and column k. Expanding along row i gives

det(A with row i replaced by b) = Σ_k C_ik b_k.

This is `det_updateRow_expand`, where C_ik appears as `A.adjugate k i`.

The cofactors of row i do not involve the entries of that row. If electron i moves to x while the others stay put, the Slater determinant is therefore

Σ_k C_ik φ_k(x),

a linear combination of orbitals with fixed coefficients. Applying o and evaluating at r_i gives

Σ_k C_ik (oφ_k)(r_i) = Σ_k C_ik B_ik = det(A with row i taken from B).

Summing over i proves `applyOneBody_slater`. In its proof, `h` is the expansion in orbitals, and linearity of o enters through `map_sum` and `map_smul`.

The action is thus the double sum Σ_i Σ_k C_ik B_ik. Summing over i first, for fixed k, gives the expansion along column k:

Σ_i C_ik B_ik = det(A with column k taken from B).

Hence replaced rows may be exchanged for replaced columns, which is `oneBodyAction_eq_sum_col`; its last step, `Finset.sum_comm`, swaps the two sums. No inverse has been used, so this also holds for the possibly singular A'.

## One and two replaced columns

Since v = AT, replacing column j of A by v is the same as multiplying A from the right by the identity matrix whose column j is replaced by T. That second matrix has determinant T_j, so

det(A with column j replaced by v) = det(A) T_j.

The lemma `det_single_replacement` obtains this from Mathlib's form of Cramer's rule.

Now replace column j by v and a different column k by u, and write S = A⁻¹u. The new matrix is AE, where E is the identity with columns j and k replaced by T and S. With e_j and e_k the unit vectors,

E = 1 + UV,

where U has the two columns T − e_j and S − e_k, and V has the two rows e_jᵀ and e_kᵀ. The identity det(1 + UV) = det(1 + VU) reduces the problem to a 2 by 2 matrix. The rows of VU are (T_j − 1, S_j) and (T_k, S_k − 1), so those of 1 + VU are (T_j, S_j) and (T_k, S_k). Therefore

det(A with both columns replaced) = det(A) (T_j S_k − S_j T_k).

In `det_double_replacement`, `h2` is the factorisation AE and `h1` is E = 1 + UV. The facts `h00` to `h11` are the entries of VU, and `det_one_add_mul_comm` exchanges the factors.

## Adding the columns of the excited pair

Write Q = A⁻¹B, so that column k of Q is A⁻¹ applied to column k of B. Apply the column sum to A' and B'.

For k = j, column j of A', which was v, is overwritten by column j of B', which is w. Only one column of A has changed in the end, and the term is

det(A) (A⁻¹w)_j.

For k ≠ j, column j remains v and column k becomes column k of B. This is a double replacement with S equal to column k of Q, and the term is

det(A) (T_j Q_kk − Q_jk T_k).

At k = j this last expression would be T_j Q_jj − Q_jj T_j = 0, so it may be summed over all k without changing the total. The action is then

det(A) [T_j Σ_k Q_kk − Σ_k Q_jk T_k + (A⁻¹w)_j].

The first sum is tr(A⁻¹B). The second is (A⁻¹BA⁻¹v)_j, which combines with (A⁻¹w)_j to give M_j. For n = 1 there are no double replacements, and both sides equal w.

The proof of `oneBodyAction_excited` follows the same route. Its `hterm` writes every term as the double-replacement expression plus a contribution present only at k = j, with `det_single_replacement` and `det_double_replacement` supplying the two cases. `hM` and `htr` write M_j and the trace as sums, and `ring` collects the result.

For the local value, det(A') = det(A) T_j, so a nonzero excited determinant forces T_j ≠ 0 and the division can be carried out. For the operator version, `h1` and `h2` in `applyOneBody_excited` check that exchanging φ_j for χ changes exactly column j of each orbital matrix; `applyOneBody_slater` and the matrix identity then give the formula.
